# Huang's equality: non-Condon nonadiabatic and static-coupling matrix elements agree between vibrational states of equal energy

In a radiationless transition between two electronic states, the nonadiabatic and static-coupling matrix elements are equal at equal energy, provided that the electronic mixing is treated to first order, with an amplitude that keeps its full dependence on the nuclear positions, and that the two potentials do not cross. With kinetic energy $T$, potentials $V_i$ and $V_f$, static coupling $W$ and mixing amplitude $F = W/(V_i-V_f)$, the claim is $\langle u,[T,F]v\rangle=\langle u,Wv\rangle$ for an initial vibrational state $v$ and a final one $u$. I would like to see this made rigorous, with every hypothesis explicit, and checked by machine. Can it be done in Lean?

## The two elements differ by the energy mismatch times $\langle u,Fv\rangle$

Yes, for nuclear operators represented by finite matrices. Let $T$ and $V_f$ be Hermitian, and let $E_i$ and $E_f$ be real energies with

$$(T+V_i)v=E_i v,\qquad (T+V_f)u=E_f u.$$

Assume also that $FV_i=V_iF$ and $(V_i-V_f)F=W$. Expanding the right-hand side below and using these two conditions gives

$$\begin{aligned}
(T+V_f)F-F(T+V_i)+W
&=TF-FT+V_fF-FV_i+(V_i-V_f)F\\
&=TF-FT+V_iF-FV_i\\
&=[T,F].
\end{aligned}$$

Now take the matrix element between $u$ and $v$. Since $T+V_f$ is Hermitian and $E_f$ is real, $\langle u,(T+V_f)Fv\rangle=E_f\langle u,Fv\rangle$. The initial equation gives $\langle u,F(T+V_i)v\rangle=E_i\langle u,Fv\rangle$. Hence

$$\langle u,[T,F]v\rangle=\langle u,Wv\rangle+(E_f-E_i)\langle u,Fv\rangle.$$

At $E_f=E_i$ the last term vanishes, which is Huang's equality. Conversely, if the two elements agree, then $E_f=E_i$ or $\langle u,Fv\rangle=0$.

The same argument with $V_i=V_f$ has $W=0$ and gives $\langle u,[T,F]v\rangle=(E_f-E_i)\langle u,Fv\rangle$ for two states on one potential. For a particle of mass $m$ on a line, with $F=x$ and $[T,x]=-i\hbar p/m$, this is the familiar relation between momentum and position matrix elements.

## Nuclear operators and states in Lean

The finite type `n` labels orthonormal basis functions or grid points. `matrixElement u A v` is $\langle u,Av\rangle$, conjugate-linear in `u`, and `SolvesSchrodinger T V E u` says $(T+V)u=Eu$ with `E` real. States need not be normalised.

In `huang_equality`, `hT` and `hVf` are the Hermiticity conditions; $V_i$ need not be Hermitian. On a grid, `hF` holds when $F$ and $V_i$ are both functions of the nuclear positions, since both matrices are then diagonal. Where the gap is nonzero, `hW` then says that $F$ is the first-order electronic mixing amplitude, with the local gap as its denominator. In a truncated basis, the projected matrices of such functions can violate both conditions, which therefore have to be checked. A constant denominator generally violates `hW` when the gap varies.

`huang_equality_grid` constructs $F$ from real potentials and an arbitrary complex coupling `w`. It assumes that the potentials differ at every grid point, which does not exclude a crossing between grid points.

`transitionStrength` sums squared moduli of matrix elements over pairs of exactly equal energy, with real weights `p`. `transitionStrength_eq` shows that this finite, unbroadened sum is the same for either coupling. In a golden-rule calculation with a broadened energy delta function, the mismatch term can contribute, and the two couplings can then give different rates.

Physically, $V_i$ and $V_f$ are the diagonal elements of the electronic Hamiltonian in two electronic states that do not change with the nuclear positions, and $W$ is the off-diagonal element between them. The model takes $[T,F]$ as the nonadiabatic operator; it does not derive it from the electronic wavefunctions, and it does not treat unbounded operators on a continuum.

```lean
import Mathlib

open Matrix

namespace HuangNonCondonEquality

noncomputable section

variable {n : Type*} [Fintype n] [DecidableEq n]

/-- The matrix element `⟨u, A v⟩` of a nuclear operator between two vibrational states. -/
def matrixElement (u : n → ℂ) (A : Matrix n n ℂ) (v : n → ℂ) : ℂ :=
  star u ⬝ᵥ (A *ᵥ v)

/-- The vibrational Schrödinger equation `(T + V) u = E u` with real energy `E`. -/
def SolvesSchrodinger (T V : Matrix n n ℂ) (E : ℝ) (u : n → ℂ) : Prop :=
  (T + V) *ᵥ u = (E : ℂ) • u

/-- A real potential energy curve on a grid of nuclear positions, as a diagonal matrix. -/
def potential (V : n → ℝ) : Matrix n n ℂ :=
  Matrix.diagonal (fun q => (V q : ℂ))

/-- The sum of squared moduli of the matrix elements of a coupling `A` over all pairs of initial and
final states of equal energy, with a real weight `p` for each initial state. -/
def transitionStrength {ι κ : Type*} [Fintype ι] [Fintype κ] (p Ei : ι → ℝ) (Ef : κ → ℝ)
    (v : ι → n → ℂ) (u : κ → n → ℂ) (A : Matrix n n ℂ) : ℝ :=
  ∑ a, ∑ b, if Ei a = Ef b then p a * Complex.normSq (matrixElement (u b) A (v a)) else 0

variable {T Vi Vf F W : Matrix n n ℂ} {u v : n → ℂ}

omit [DecidableEq n] in
/-- For a Hermitian Hamiltonian the Schrödinger equation also holds for the bra. -/
theorem bra_equation {E : ℝ} (hT : T.IsHermitian) (hVf : Vf.IsHermitian)
    (hu : SolvesSchrodinger T Vf E u) :
    star u ᵥ* (T + Vf) = (E : ℂ) • star u := by
  have h := congrArg star hu
  have hE : star (E : ℂ) = (E : ℂ) := Complex.conj_ofReal E
  rw [Matrix.star_mulVec, (hT.add hVf).eq, star_smul, hE] at h
  exact h

omit [DecidableEq n] in
/-- The commutator of the kinetic energy with the mixing amplitude, written through the two
nuclear Hamiltonians and the static coupling. -/
theorem commutator_split (hF : F * Vi = Vi * F) (hW : (Vi - Vf) * F = W) :
    T * F - F * T = (T + Vf) * F - F * (T + Vi) + W := by
  rw [← hW, mul_add, add_mul, sub_mul, hF]
  abel

omit [DecidableEq n] in
/-- For arbitrary initial and final energies, the nonadiabatic matrix element equals the static
one plus the energy mismatch times the matrix element of the mixing amplitude. -/
theorem off_shell_identity {Ei Ef : ℝ} (hT : T.IsHermitian) (hVf : Vf.IsHermitian)
    (hF : F * Vi = Vi * F) (hW : (Vi - Vf) * F = W)
    (hu : SolvesSchrodinger T Vf Ef u) (hv : SolvesSchrodinger T Vi Ei v) :
    matrixElement u (T * F - F * T) v =
      matrixElement u W v + ((Ef : ℂ) - Ei) * matrixElement u F v := by
  unfold matrixElement
  -- the final Hamiltonian acts to the left
  have h1 : star u ⬝ᵥ (((T + Vf) * F) *ᵥ v) = (Ef : ℂ) * (star u ⬝ᵥ (F *ᵥ v)) := by
    rw [← Matrix.mulVec_mulVec, Matrix.dotProduct_mulVec, bra_equation hT hVf hu,
      smul_dotProduct, smul_eq_mul]
  -- the initial Hamiltonian acts to the right
  have h2 : star u ⬝ᵥ ((F * (T + Vi)) *ᵥ v) = (Ei : ℂ) * (star u ⬝ᵥ (F *ᵥ v)) := by
    have hv' : (T + Vi) *ᵥ v = (Ei : ℂ) • v := hv
    rw [← Matrix.mulVec_mulVec, hv', Matrix.mulVec_smul, dotProduct_smul, smul_eq_mul]
  rw [commutator_split hF hW, Matrix.add_mulVec, Matrix.sub_mulVec, dotProduct_add,
    dotProduct_sub, h1, h2]
  ring

omit [DecidableEq n] in
/-- Huang's equality: between vibrational states of equal energy, the non-Condon nonadiabatic
matrix element equals the static-coupling matrix element. -/
theorem huang_equality {E : ℝ} (hT : T.IsHermitian) (hVf : Vf.IsHermitian)
    (hF : F * Vi = Vi * F) (hW : (Vi - Vf) * F = W)
    (hu : SolvesSchrodinger T Vf E u) (hv : SolvesSchrodinger T Vi E v) :
    matrixElement u (T * F - F * T) v = matrixElement u W v := by
  rw [off_shell_identity hT hVf hF hW hu hv]
  ring

omit [DecidableEq n] in
/-- The two matrix elements agree exactly when the energies coincide or the mixing amplitude
has no matrix element between the two states. -/
theorem huang_equality_iff {Ei Ef : ℝ} (hT : T.IsHermitian) (hVf : Vf.IsHermitian)
    (hF : F * Vi = Vi * F) (hW : (Vi - Vf) * F = W)
    (hu : SolvesSchrodinger T Vf Ef u) (hv : SolvesSchrodinger T Vi Ei v) :
    matrixElement u (T * F - F * T) v = matrixElement u W v ↔
      Ef = Ei ∨ matrixElement u F v = 0 := by
  have key := off_shell_identity hT hVf hF hW hu hv
  constructor
  · intro h
    have h0 : ((Ef : ℂ) - Ei) * matrixElement u F v = 0 := by
      linear_combination h - key
    rcases mul_eq_zero.mp h0 with h1 | h1
    · left
      exact_mod_cast sub_eq_zero.mp h1
    · exact Or.inr h1
  · rintro (h | h)
    · rw [key, h]
      ring
    · rw [key, h]
      ring

/-- Huang's equality on a grid of nuclear positions: for potentials that differ at every grid
point, the mixing amplitude is the static coupling divided by the local energy gap. -/
theorem huang_equality_grid {E : ℝ} {Ui Uf : n → ℝ} (w : n → ℂ) (hT : T.IsHermitian)
    (hgap : ∀ q, Ui q ≠ Uf q)
    (hu : SolvesSchrodinger T (potential Uf) E u)
    (hv : SolvesSchrodinger T (potential Ui) E v) :
    matrixElement u (T * Matrix.diagonal (fun q => w q / ((Ui q : ℂ) - Uf q))
        - Matrix.diagonal (fun q => w q / ((Ui q : ℂ) - Uf q)) * T) v =
      matrixElement u (Matrix.diagonal w) v := by
  refine huang_equality hT ?_ ?_ ?_ hu hv
  · unfold potential Matrix.IsHermitian
    rw [Matrix.diagonal_conjTranspose]
    congr 1
    funext q
    exact Complex.conj_ofReal _
  · unfold potential
    rw [Matrix.diagonal_mul_diagonal, Matrix.diagonal_mul_diagonal]
    congr 1
    funext q
    exact mul_comm _ _
  · unfold potential
    rw [Matrix.diagonal_sub, Matrix.diagonal_mul_diagonal]
    congr 1
    funext q
    -- the gap is nonzero, so the division can be undone
    have hq : (Ui q : ℂ) - Uf q ≠ 0 := sub_ne_zero.mpr (by exact_mod_cast hgap q)
    change ((Ui q : ℂ) - Uf q) * (w q / ((Ui q : ℂ) - Uf q)) = w q
    field_simp

omit [DecidableEq n] in
/-- The weighted transition strength over energy-conserving pairs of states is the same for the
nonadiabatic and the static coupling. -/
theorem transitionStrength_eq {ι κ : Type*} [Fintype ι] [Fintype κ] (p : ι → ℝ)
    {Ei : ι → ℝ} {Ef : κ → ℝ} {vs : ι → n → ℂ} {us : κ → n → ℂ}
    (hT : T.IsHermitian) (hVf : Vf.IsHermitian)
    (hF : F * Vi = Vi * F) (hW : (Vi - Vf) * F = W)
    (hu : ∀ b, SolvesSchrodinger T Vf (Ef b) (us b))
    (hv : ∀ a, SolvesSchrodinger T Vi (Ei a) (vs a)) :
    transitionStrength p Ei Ef vs us (T * F - F * T) =
      transitionStrength p Ei Ef vs us W := by
  unfold transitionStrength
  refine Finset.sum_congr rfl fun a _ => Finset.sum_congr rfl fun b _ => ?_
  split_ifs with h
  · have hva : SolvesSchrodinger T Vi (Ef b) (vs a) := by
      rw [← h]
      exact hv a
    rw [huang_equality hT hVf hF hW (hu b) hva]
  · rfl

/-- A two-site model with `T = !![0, 2; 2, 0]`, `V_i = !![4, 0; 0, 1]`, `V_f = !![1, 0; 0, 4]`,
`F = !![1, 0; 0, -1]` and `W = !![3, 0; 0, 3]` meets all hypotheses of Huang's equality at
energy zero, with static matrix element 12. -/
theorem huang_equality_witness :
    (!![0, 2; 2, 0] : Matrix (Fin 2) (Fin 2) ℂ).IsHermitian ∧
    (!![1, 0; 0, 4] : Matrix (Fin 2) (Fin 2) ℂ).IsHermitian ∧
    (!![1, 0; 0, -1] : Matrix (Fin 2) (Fin 2) ℂ) * !![4, 0; 0, 1] =
      !![4, 0; 0, 1] * !![1, 0; 0, -1] ∧
    ((!![4, 0; 0, 1] : Matrix (Fin 2) (Fin 2) ℂ) - !![1, 0; 0, 4]) * !![1, 0; 0, -1] =
      !![3, 0; 0, 3] ∧
    SolvesSchrodinger !![0, 2; 2, 0] !![1, 0; 0, 4] 0 ![2, -1] ∧
    SolvesSchrodinger !![0, 2; 2, 0] !![4, 0; 0, 1] 0 ![1, -2] ∧
    matrixElement ![2, -1] !![3, 0; 0, 3] ![1, -2] = 12 := by
  refine ⟨?_, ?_, ?_, ?_, ?_, ?_, ?_⟩
  · ext i j
    fin_cases i <;> fin_cases j <;> simp [Matrix.conjTranspose_apply]
  · ext i j
    fin_cases i <;> fin_cases j <;> simp [Matrix.conjTranspose_apply]
  · ext i j
    fin_cases i <;> fin_cases j <;> simp [Matrix.mul_apply, Fin.sum_univ_succ]
  · ext i j
    fin_cases i <;> fin_cases j <;>
      simp [Matrix.mul_apply, Fin.sum_univ_succ] <;> norm_num
  · unfold SolvesSchrodinger
    ext i
    fin_cases i <;> simp [Matrix.mulVec, dotProduct, Fin.sum_univ_succ]
    norm_num
  · unfold SolvesSchrodinger
    ext i
    fin_cases i <;> simp [Matrix.mulVec, dotProduct, Fin.sum_univ_succ]
    norm_num
  · have h2 : (starRingEnd ℂ) 2 = 2 :=
      Complex.conj_eq_iff_real.mpr ⟨2, by norm_num⟩
    simp [matrixElement, Matrix.mulVec, dotProduct, Fin.sum_univ_succ, h2]
    norm_num [h2]

end

end HuangNonCondonEquality
```

```lean
#print axioms HuangNonCondonEquality.huang_equality_iff
#print axioms HuangNonCondonEquality.huang_equality_grid
#print axioms HuangNonCondonEquality.transitionStrength_eq
```

```
'HuangNonCondonEquality.huang_equality_iff' depends on axioms: [propext, Classical.choice, Quot.sound]
'HuangNonCondonEquality.huang_equality_grid' depends on axioms: [propext, Classical.choice, Quot.sound]
'HuangNonCondonEquality.transitionStrength_eq' depends on axioms: [propext, Classical.choice, Quot.sound]
```

## From the bra equation to the transition strength

`bra_equation` takes the conjugate transpose of the final-state equation, using Hermiticity and the reality of $E$. `commutator_split` is the operator identity above: it substitutes $W$, distributes the products, and lets `abel` cancel terms.

In `off_shell_identity`, `h1` lets the final Hamiltonian act to the left and `h2` lets the initial one act to the right; `ring` then collects the energies. `huang_equality` sets them equal. For the converse, `huang_equality_iff` subtracts the identity from the assumed equality and splits the resulting zero product.

The grid theorem checks the hypotheses entry by entry, using the nonzero gap to undo the division. `transitionStrength_eq` applies Huang's equality to each pair that conserves energy; all other pairs contribute zero to both sums.

`huang_equality_witness` verifies the hypotheses for a two-site model with different, non-constant potentials. It is an algebraic consistency check, not a physical example: its $T$ has the negative eigenvalue $-2$, its potentials change order between the two sites, and its mixing amplitude has magnitude 1, which is not small as first-order perturbation theory assumes. Its static matrix element is 12 for the vectors as written, or $12/5$ after normalisation, since each has squared norm 5.
